# The s-wave part of $r_{12}$ has two derivatives at equal positive radii, but not a third

## Radii, angle and angular average

Two electrons sit at distances $a>0$ and $b>0$ from a common origin, and $x\in[-1,1]$ is the cosine of the angle between their position vectors. Their separation is

$$r_{12}(x)=\sqrt{a^2+b^2-2abx}.$$

The s-wave part of $r_{12}$ is its average over relative directions, which is the $\ell=0$ term of its Legendre expansion in $x$:

$$S_b(a)=\frac12\int_{-1}^{1}\sqrt{a^2+b^2-2abx}\;dx .$$

The radius $b$ is held fixed, and primes denote derivatives with respect to $a$.

## What averaging does to the kink

For electrons in the same direction, $x=1$, the separation is $|a-b|$, whose slope jumps at $a=b$. Averaging over the angle softens this to a term in $|a-b|^3$, and the jump moves to the third derivative. Explicitly correlated wave functions often contain a factor linear in $r_{12}$ at short range; the result describes the radial smoothness of the $\ell=0$ component of $r_{12}$ itself, not of a general factor of this kind, and gives no convergence rate in $\ell$.

## The theorems in words

In Lean, `sWave b a` is $S_b(a)$, defined by the integral itself. The fixed radius comes first, so `deriv (sWave b)` is $S_b'$ as a function of $a$. For real $a,b>0$:

- `sWave_eq` states that $S_b(a)=\dfrac{(a+b)^3-|a-b|^3}{6ab}$.
- `hasDerivAt_deriv_sWave` states that $S_b''(a)=\dfrac{2\min(a,b)^3}{3a^3b}$, including at $a=b$.
- `third_derivative_jump` states that $S_b''$ has left derivative $0$ and right derivative $-2/b^2$ at $a=b$. The sets `Iic b` and `Ici b` are the half-lines $a\le b$ and $a\ge b$.
- `sWave_regularity` states that $S_b$ and $S_b'$ are differentiable at $a$, and that $S_b''$ is differentiable there exactly when $a\ne b$.

Lean's `deriv` returns $0$ where no derivative exists, so differentiability is stated separately. An electron at the origin is excluded, and no wave function or Hamiltonian enters.

## From the integral to the jump

Since $dr_{12}/dx=-ab/r_{12}$ wherever $r_{12}>0$,

$$\frac{d}{dx}\left(-\frac{r_{12}^3}{3ab}\right)=r_{12}.$$

The endpoint values are $r_{12}(1)=|a-b|$ and $r_{12}(-1)=a+b$, hence

$$S_b(a)=\frac{(a+b)^3-|a-b|^3}{6ab}.$$

If $a=b$, the separation vanishes at $x=1$ and the square root is not differentiable there. The antiderivative is still continuous on $[-1,1]$ and has derivative $r_{12}$ on the open interval, which is enough for the fundamental theorem of calculus.

For $a\le b$ the numerator is $(a+b)^3-(b-a)^3=6ab^2+2a^3$. For $a\ge b$ it is $6a^2b+2b^3$. Therefore

$$S_b(a)=\begin{cases} b+\dfrac{a^2}{3b}, & a\le b,\\[2mm] a+\dfrac{b^2}{3a}, & a\ge b.\end{cases}$$

Differentiating each branch gives:

| | $a\le b$ | $a\ge b$ | values at $a=b$ |
|---|---|---|---|
| first derivative | $\dfrac{2a}{3b}$ | $1-\dfrac{b^2}{3a^2}$ | $\dfrac23,\ \dfrac23$ |
| second derivative | $\dfrac{2}{3b}$ | $\dfrac{2b^2}{3a^3}$ | $\dfrac{2}{3b},\ \dfrac{2}{3b}$ |
| third derivative | $0$ | $-\dfrac{2b^2}{a^4}$ | $0,\ -\dfrac{2}{b^2}$ |

The branches of $S_b$ agree at the joint, and so do their slopes, so $S_b'$ exists there. The same argument applied to $S_b'$ gives $S_b''$. In the last row the one-sided values differ, so $S_b''$ has no derivative at $a=b$. Away from the joint only one smooth branch applies.

## Evaluating and integrating the s-wave part in code

A program can evaluate the two branches together as

$$S_b(a)=r_>+\frac{r_<^2}{3r_>},\qquad r_>=\max(a,b),\quad r_<=\min(a,b).$$

This is preferable to the formula with cubes when one radius is much smaller than the other, because the cubes then nearly cancel in floating-point arithmetic.

In a radial integral over $a$ at fixed $b$, the jump limits the convergence of a high-order quadrature rule applied across $a=b$. Splitting the range at $a=b$ leaves a smooth factor $S_b$ on each piece.

## The Lean file

```lean
import Mathlib

open Set Filter Topology

namespace PartialWaveKink

noncomputable section

/-- The s-wave part of the interelectronic distance: the average of `r12` over the cosine `x` of
the angle between two electrons at radii `a` and `b`, regarded as a function of `a`. -/
def sWave (b a : ℝ) : ℝ :=
  (1 / 2) * ∫ x in (-1 : ℝ)..1, √(a ^ 2 + b ^ 2 - 2 * a * b * x)

/-- For positive radii the s-wave part of `r12` is a rational function of the radii
plus a term in `|a - b|³`. -/
theorem sWave_eq {a b : ℝ} (ha : 0 < a) (hb : 0 < b) :
    sWave b a = ((a + b) ^ 3 - |a - b| ^ 3) / (6 * a * b) := by
  have hab : 0 < a * b := mul_pos ha hb
  -- the antiderivative in the cosine is `-r³ / (3ab)`
  have key : ∫ x in (-1 : ℝ)..1, √(a ^ 2 + b ^ 2 - 2 * a * b * x) =
      -(√(a ^ 2 + b ^ 2 - 2 * a * b * 1)) ^ 3 / (3 * a * b) -
      -(√(a ^ 2 + b ^ 2 - 2 * a * b * (-1))) ^ 3 / (3 * a * b) := by
    refine intervalIntegral.integral_eq_sub_of_hasDerivAt_of_le
      (f := fun x => -(√(a ^ 2 + b ^ 2 - 2 * a * b * x)) ^ 3 / (3 * a * b))
      (by norm_num) (by fun_prop) ?_ (Continuous.intervalIntegrable (by fun_prop) _ _)
    intro x hx
    have hpos : 0 < a ^ 2 + b ^ 2 - 2 * a * b * x := by
      nlinarith [sq_nonneg (a - b), mul_pos hab (sub_pos.2 hx.2)]
    have hu : HasDerivAt (fun x => a ^ 2 + b ^ 2 - 2 * a * b * x) (-(2 * a * b)) x :=
      (((hasDerivAt_id' x).const_mul (2 * a * b)).const_sub (a ^ 2 + b ^ 2)).congr_deriv
        (by ring)
    have hs0 := (Real.sqrt_pos.2 hpos).ne'
    have hs : HasDerivAt (fun x => (√(a ^ 2 + b ^ 2 - 2 * a * b * x)) ^ 3)
        (3 * (√(a ^ 2 + b ^ 2 - 2 * a * b * x)) ^ 2 *
          (-(2 * a * b) / (2 * √(a ^ 2 + b ^ 2 - 2 * a * b * x)))) x :=
      ((hu.sqrt hpos.ne').fun_pow 3).congr_deriv (by norm_num)
    refine (hs.fun_neg.div_const (3 * a * b)).congr_deriv ?_
    generalize √(a ^ 2 + b ^ 2 - 2 * a * b * x) = s at hs0 ⊢
    field_simp
  rw [sWave, key, show a ^ 2 + b ^ 2 - 2 * a * b * 1 = (a - b) ^ 2 by ring,
    show a ^ 2 + b ^ 2 - 2 * a * b * (-1) = (a + b) ^ 2 by ring,
    Real.sqrt_sq_eq_abs, Real.sqrt_sq (by positivity)]
  ring

/-- If a radial function agrees with `f` at the positive radii of a region `s`, it inherits the
derivative of `f` within `s` at every positive radius of `s`. -/
theorem hasDerivWithinAt_branch {F f : ℝ → ℝ} {a d : ℝ} {s : Set ℝ} (ha : 0 < a) (has : a ∈ s)
    (h : ∀ x, 0 < x → x ∈ s → F x = f x) (hf : HasDerivAt f d a) :
    HasDerivWithinAt F d s a := by
  refine hf.hasDerivWithinAt.congr_of_eventuallyEq ?_ (h a ha has)
  filter_upwards [self_mem_nhdsWithin, mem_nhdsWithin_of_mem_nhds (Ioi_mem_nhds ha)] with x h1 h2
  exact h x h2 h1

/-- A radial function given by `f` inside the radius `b` and by `g` outside has derivative `d` at
`a > 0` if each branch that applies at `a` has derivative `d` there. -/
theorem hasDerivAt_of_branches {F f g : ℝ → ℝ} {a b d : ℝ} (ha : 0 < a)
    (hl : ∀ x, 0 < x → x ≤ b → F x = f x) (hr : ∀ x, 0 < x → b ≤ x → F x = g x)
    (hf : a ≤ b → HasDerivAt f d a) (hg : b ≤ a → HasDerivAt g d a) : HasDerivAt F d a := by
  rcases lt_trichotomy a b with h | h | h
  · exact (hasDerivWithinAt_branch ha h.le hl (hf h.le) :
      HasDerivWithinAt F d (Iic b) a).hasDerivAt (Iic_mem_nhds h)
  · subst h
    -- at the joint the two one-sided derivatives are put together
    have h1 : HasDerivWithinAt F d (Iic a) a :=
      hasDerivWithinAt_branch ha (mem_Iic.2 le_rfl) hl (hf le_rfl)
    have h2 : HasDerivWithinAt F d (Ici a) a :=
      hasDerivWithinAt_branch ha (mem_Ici.2 le_rfl) hr (hg le_rfl)
    have h3 := h1.union h2
    rwa [Iic_union_Ici, hasDerivWithinAt_univ] at h3
  · exact (hasDerivWithinAt_branch ha h.le hr (hg h.le) :
      HasDerivWithinAt F d (Ici b) a).hasDerivAt (Ici_mem_nhds h)

/-- First derivative of the s-wave part of `r12` at positive radii: linear in `a` for `a ≤ b`,
and `1 - b²/(3a²)` for `a ≥ b`. -/
theorem hasDerivAt_sWave {a b : ℝ} (ha : 0 < a) (hb : 0 < b) :
    (a ≤ b → HasDerivAt (sWave b) (2 * a / (3 * b)) a) ∧
    (b ≤ a → HasDerivAt (sWave b) (1 - b ^ 2 / (3 * a ^ 2)) a) := by
  have hl : ∀ x, 0 < x → x ≤ b → sWave b x = b + x ^ 2 / (3 * b) := by
    intro x hx h
    rw [sWave_eq hx hb, abs_of_nonpos (by linarith)]
    field_simp
    ring
  have hr : ∀ x, 0 < x → b ≤ x → sWave b x = x + b ^ 2 / (3 * x) := by
    intro x hx h
    rw [sWave_eq hx hb, abs_of_nonneg (by linarith)]
    field_simp
    ring
  have hF : HasDerivAt (fun x => b + x ^ 2 / (3 * b)) (2 * a / (3 * b)) a :=
    (((hasDerivAt_pow 2 a).div_const (3 * b)).const_add b).congr_deriv (by norm_num)
  have hG : HasDerivAt (fun x => x + b ^ 2 / (3 * x)) (1 - b ^ 2 / (3 * a ^ 2)) a := by
    refine ((hasDerivAt_id' a).fun_add ((hasDerivAt_const a (b ^ 2)).fun_div
      ((hasDerivAt_id' a).const_mul 3) (by positivity))).congr_deriv ?_
    field_simp
    ring
  -- the two slopes agree where the radii coincide
  have heq : a = b → 2 * a / (3 * b) = 1 - b ^ 2 / (3 * a ^ 2) := by
    intro h
    rw [h]
    field_simp
    norm_num
  exact ⟨fun h => hasDerivAt_of_branches ha hl hr (fun _ => hF)
      (fun h' => hG.congr_deriv (heq (le_antisymm h h')).symm),
    fun h => hasDerivAt_of_branches ha hl hr
      (fun h' => hF.congr_deriv (heq (le_antisymm h' h))) (fun _ => hG)⟩

/-- At positive radii the s-wave part of `r12` has the second derivative
`2 min(a,b)³ / (3a³b)`, also where the radii coincide. -/
theorem hasDerivAt_deriv_sWave {a b : ℝ} (ha : 0 < a) (hb : 0 < b) :
    HasDerivAt (deriv (sWave b)) (2 * min a b ^ 3 / (3 * a ^ 3 * b)) a := by
  refine hasDerivAt_of_branches ha
    (fun x hx h => ((hasDerivAt_sWave hx hb).1 h).deriv)
    (fun x hx h => ((hasDerivAt_sWave hx hb).2 h).deriv) (fun h => ?_) (fun h => ?_)
  · rw [min_eq_left h]
    refine (((hasDerivAt_id' a).const_mul 2).div_const (3 * b)).congr_deriv ?_
    field_simp
  · rw [min_eq_right h]
    have h2 : HasDerivAt (fun x : ℝ => 3 * x ^ 2) (6 * a) a :=
      ((hasDerivAt_pow 2 a).const_mul 3).congr_deriv (by norm_num; ring)
    refine (((hasDerivAt_const a (b ^ 2)).fun_div h2 (by positivity)).const_sub 1).congr_deriv ?_
    field_simp
    ring

/-- At positive radii the second derivative is constant for `a ≤ b` and falls off as `a⁻³`
for `a ≥ b`. -/
theorem deriv_deriv_sWave {a b : ℝ} (ha : 0 < a) (hb : 0 < b) :
    (a ≤ b → deriv (deriv (sWave b)) a = 2 / (3 * b)) ∧
    (b ≤ a → deriv (deriv (sWave b)) a = 2 * b ^ 2 / (3 * a ^ 3)) := by
  rw [(hasDerivAt_deriv_sWave ha hb).deriv]
  constructor <;> intro h
  · rw [min_eq_left h]
    field_simp
  · rw [min_eq_right h]
    field_simp

/-- Derivative of the outer branch `2b²/(3a³)` of the second derivative, at `a > 0`. -/
theorem hasDerivAt_outer {a : ℝ} (b : ℝ) (ha : 0 < a) :
    HasDerivAt (fun x => 2 * b ^ 2 / (3 * x ^ 3)) (-2 * b ^ 2 / a ^ 4) a := by
  have h3 : HasDerivAt (fun x : ℝ => 3 * x ^ 3) (9 * a ^ 2) a :=
    ((hasDerivAt_pow 3 a).const_mul 3).congr_deriv (by norm_num; ring)
  refine ((hasDerivAt_const a (2 * b ^ 2)).fun_div h3 (by positivity)).congr_deriv ?_
  field_simp
  ring

/-- The third derivative jumps where the radii coincide: for `b > 0` the second derivative has
left derivative `0` and right derivative `-2/b²` at `a = b`. -/
theorem third_derivative_jump {b : ℝ} (hb : 0 < b) :
    HasDerivWithinAt (deriv (deriv (sWave b))) 0 (Iic b) b ∧
    HasDerivWithinAt (deriv (deriv (sWave b))) (-2 / b ^ 2) (Ici b) b := by
  constructor
  · exact hasDerivWithinAt_branch hb (mem_Iic.2 le_rfl)
      (fun x hx h => (deriv_deriv_sWave hx hb).1 h) (hasDerivAt_const b (2 / (3 * b)))
  · refine hasDerivWithinAt_branch hb (mem_Ici.2 le_rfl)
      (fun x hx h => (deriv_deriv_sWave hx hb).2 h) ((hasDerivAt_outer b hb).congr_deriv ?_)
    field_simp

/-- For `b > 0` the s-wave part of `r12` is twice differentiable at every radius `a > 0`, and its
second derivative is differentiable at `a` exactly when `a ≠ b`. -/
theorem sWave_regularity {a b : ℝ} (ha : 0 < a) (hb : 0 < b) :
    DifferentiableAt ℝ (sWave b) a ∧ DifferentiableAt ℝ (deriv (sWave b)) a ∧
    (DifferentiableAt ℝ (deriv (deriv (sWave b))) a ↔ a ≠ b) := by
  refine ⟨?_, (hasDerivAt_deriv_sWave ha hb).differentiableAt, ?_, ?_⟩
  · rcases le_total a b with h | h
    · exact ((hasDerivAt_sWave ha hb).1 h).differentiableAt
    · exact ((hasDerivAt_sWave ha hb).2 h).differentiableAt
  · intro h hab
    rw [hab] at h
    -- a derivative at `b` would equal both one-sided derivatives
    have h1 := (uniqueDiffOn_Iic b b (mem_Iic.2 le_rfl)).eq_deriv _
      h.hasDerivAt.hasDerivWithinAt (third_derivative_jump hb).1
    have h2 := (uniqueDiffOn_Ici b b (mem_Ici.2 le_rfl)).eq_deriv _
      h.hasDerivAt.hasDerivWithinAt (third_derivative_jump hb).2
    have h3 : -2 / b ^ 2 < 0 := div_neg_of_neg_of_pos (by norm_num) (by positivity)
    linarith
  · intro hab
    have hl := fun x (hx : 0 < x) => (deriv_deriv_sWave hx hb).1
    have hr := fun x (hx : 0 < x) => (deriv_deriv_sWave hx hb).2
    rcases lt_or_gt_of_ne hab with h | h
    · exact (hasDerivAt_of_branches ha hl hr (fun _ => hasDerivAt_const a (2 / (3 * b)))
        (fun h' => absurd h' (not_le_of_gt h))).differentiableAt
    · exact (hasDerivAt_of_branches ha hl hr (fun h' => absurd h' (not_le_of_gt h))
        (fun _ => hasDerivAt_outer b ha)).differentiableAt

end

end PartialWaveKink
```

```lean
#print axioms PartialWaveKink.hasDerivAt_deriv_sWave
#print axioms PartialWaveKink.sWave_regularity
```

```
'PartialWaveKink.hasDerivAt_deriv_sWave' depends on axioms: [propext, Classical.choice, Quot.sound]
'PartialWaveKink.sWave_regularity' depends on axioms: [propext, Classical.choice, Quot.sound]
```

## Gluing the branches in Lean

**The integral.** `sWave_eq` uses a version of the fundamental theorem that asks for continuity on the closed interval and a derivative only in the open one. There `nlinarith` shows that the radicand is positive, in effect from $a^2+b^2-2abx=(a-b)^2+2ab(1-x)$. The chain rule then gives the derivative of $-r_{12}^3/(3ab)$, and the endpoint radicands are rewritten as $(a-b)^2$ and $(a+b)^2$.

**The joint.** `hasDerivWithinAt_branch` transfers a derivative from a formula to a function that agrees with it at the positive radii of a region. `hasDerivAt_of_branches` splits into $a<b$, $a=b$ and $a>b$. In the outer cases one branch suffices; at equality the left and right derivatives are combined, since the two half-lines cover the real line.

**Two derivatives.** `hasDerivAt_sWave` derives the branch formulas from `sWave_eq` and glues them; its step `heq` checks that the slopes agree at $a=b$. `hasDerivAt_deriv_sWave` repeats the gluing for `deriv (sWave b)`. Here both branch derivatives match the single expression with `min`, which `deriv_deriv_sWave` then separates into its two cases.

**No third derivative at the joint.** `hasDerivAt_outer` differentiates $2b^2/(3a^3)$, and `third_derivative_jump` evaluates both sides at $b$. In `sWave_regularity`, a derivative of $S_b''$ at $b$ would have to equal both one-sided values, by uniqueness of derivatives within a half-line. Since $-2/b^2<0$, `linarith` closes the contradiction. For $a\ne b$ the gluing lemma applies again, with the irrelevant branch ruled out by the strict inequality.
